# The diagonal matrix element of cos²θ − 1/3 in a linear-rotor state (J, M)

For a linear rotor with angular momentum J and projection M on a fixed axis, |M| ≤ J, the lemma gives the diagonal element of cos²θ − 1/3 as 2(J(J+1) − 3M²) / (3(2J − 1)(2J + 3)). Here θ is the angle between the rotor and that axis. The state is a unit amplitude at J with M fixed, and cos θ is defined by its couplings between neighbouring J, with no wavefunctions or integrals over angles. Applying cos θ twice and returning to J gives the sum of the squares of the two couplings, from which 1/3 is subtracted. The attempt puts in the closed forms of these squares and leaves the remaining identity between fractions to `field_simp` and `ring`.

In Lean, a first try:

```lean
import Mathlib

open Finset

namespace ElementDiag

noncomputable section

/-- The matrix element of cos θ between the rotor states (J, M) and (J+1, M),
for integers with |M| ≤ J. -/
def cosElement (J M : ℤ) : ℝ :=
  √((((J : ℝ) + 1) ^ 2 - (M : ℝ) ^ 2) / ((2 * (J : ℝ) + 1) * (2 * (J : ℝ) + 3)))

/-- The rotor state with angular momentum J, as a family of amplitudes at fixed M. -/
def ket (J : ℤ) : ℤ → ℝ := fun K => if K = J then 1 else 0

/-- The operator cos θ at fixed M: it couples each J to its neighbours J - 1 and J + 1. -/
def cosTheta (M : ℤ) (ψ : ℤ → ℝ) : ℤ → ℝ := fun J =>
  cosElement (J - 1) M * ψ (J - 1) + cosElement J M * ψ (J + 1)

/-- The anisotropic part of the polarizability in units of the anisotropy,
the operator cos² θ - 1/3. -/
def anisotropy (M : ℤ) (ψ : ℤ → ℝ) : ℤ → ℝ := fun J =>
  cosTheta M (cosTheta M ψ) J - ψ J / 3

/-- The square of the cos θ element, free of the root, for |M| ≤ J + 1. -/
theorem cosElement_sq (J M : ℤ) (h : |M| ≤ J + 1) :
    cosElement J M ^ 2 =
      (((J : ℝ) + 1) ^ 2 - (M : ℝ) ^ 2) / ((2 * (J : ℝ) + 1) * (2 * (J : ℝ) + 3)) := by
  unfold cosElement
  apply Real.sq_sqrt
  have hJ : -1 ≤ J := by linarith [abs_nonneg M]
  rcases eq_or_lt_of_le hJ with rfl | hJ
  · have hM : M = 0 := by simpa using h
    subst hM
    norm_num
  · have hJ0 : (0 : ℝ) ≤ J := by exact_mod_cast (by omega : 0 ≤ J)
    have hM : |(M : ℝ)| ≤ (J : ℝ) + 1 := by exact_mod_cast h
    have hsq : (M : ℝ) ^ 2 ≤ ((J : ℝ) + 1) ^ 2 :=
      sq_le_sq' (by linarith [neg_abs_le (M : ℝ)]) (by linarith [le_abs_self (M : ℝ)])
    exact div_nonneg (by linarith) (by positivity)

/-- The diagonal matrix element of cos² θ - 1/3 in the rotor state (J, M), |M| ≤ J. -/
theorem element_diag (J : ℕ) (M : ℤ) (h : |M| ≤ J) :
    anisotropy M (ket J) J =
      2 * ((J : ℝ) * (J + 1) - 3 * (M : ℝ) ^ 2) / (3 * (2 * J - 1) * (2 * J + 3)) := by
  have h1 : ¬ ((J : ℤ) - 1 - 1 = J) := by omega
  have h2 : (J : ℤ) - 1 + 1 = J := by omega
  have h3 : (J : ℤ) + 1 - 1 = J := by omega
  have h4 : ¬ ((J : ℤ) + 1 + 1 = J) := by omega
  have hel : anisotropy M (ket J) J =
      cosElement (J - 1) M ^ 2 + cosElement J M ^ 2 - 1 / 3 := by
    simp only [anisotropy, cosTheta, ket, if_neg h1, if_pos h2, if_pos h3, if_neg h4, if_true]
    rw [h3]
    ring
  have hlow : cosElement (J - 1) M ^ 2 =
      ((J : ℝ) ^ 2 - (M : ℝ) ^ 2) / ((2 * J - 1) * (2 * J + 1)) := by
    rw [cosElement_sq _ _ (by linarith)]
    push_cast
    congr 1 <;> ring
  have hd : 2 * (J : ℝ) - 1 ≠ 0 := by
    intro h0
    have h5 : 2 * (J : ℤ) - 1 = 0 := by exact_mod_cast h0
    omega
  have hd1 : 2 * (J : ℝ) + 1 ≠ 0 := by positivity
  have hd3 : 2 * (J : ℝ) + 3 ≠ 0 := by positivity
  rw [hel, hlow, cosElement_sq _ _ (by linarith), Int.cast_natCast]
  field_simp
  ring

end

end ElementDiag
```

Messages:

```
Try this:
  [apply] ring_nf
  
  The `ring` tactic failed to close the goal. Use `ring_nf` to obtain a normal form.
    
  Note that `ring` works primarily in *commutative* rings. If you have a noncommutative ring, abelian group or module, consider using `noncomm_ring`, `abel` or `module` instead.
Main.lean:46:85: error: unsolved goals
J : ℕ
M : ℤ
h : |M| ≤ ↑J
h1 : ¬↑J - 1 - 1 = ↑J
h2 : ↑J - 1 + 1 = ↑J
h3 : ↑J + 1 - 1 = ↑J
h4 : ¬↑J + 1 + 1 = ↑J
hel : anisotropy M (ket ↑J) ↑J = cosElement (↑J - 1) M ^ 2 + cosElement (↑J) M ^ 2 - 1 / 3
hlow : cosElement (↑J - 1) M ^ 2 = (↑J ^ 2 - ↑M ^ 2) / ((2 * ↑J - 1) * (2 * ↑J + 1))
hd : 2 * ↑J - 1 ≠ 0
hd1 : 2 * ↑J + 1 ≠ 0
hd3 : 2 * ↑J + 3 ≠ 0
⊢ -(↑J * 2) - ↑J * ↑M ^ 2 * (-1 + ↑J * 2)⁻¹ * 6 - ↑J ^ 2 + ↑J ^ 2 * (-1 + ↑J * 2)⁻¹ * 9 + ↑J ^ 3 * (-1 + ↑J * 2)⁻¹ * 6 -
        ↑M ^ 2 * 3 -
      ↑M ^ 2 * (-1 + ↑J * 2)⁻¹ * 9 =
    -(↑J * ↑M ^ 2 * (-1 + ↑J * 2)⁻¹ * 12) + ↑J * (-1 + ↑J * 2)⁻¹ * 2 + ↑J ^ 2 * (-1 + ↑J * 2)⁻¹ * 6 +
        ↑J ^ 3 * (-1 + ↑J * 2)⁻¹ * 4 -
      ↑M ^ 2 * (-1 + ↑J * 2)⁻¹ * 6
```

Cause. The first message says that `ring` did not close the goal; the error shows what was left. The inverse `(-1 + ↑J * 2)⁻¹` is still there, so `field_simp` had not cleared the denominator 2J − 1, although `hd` states that it is nonzero. The messages do not show why `hd` was not put to use. The remaining equation is true, but it needs (2J − 1)·(2J − 1)⁻¹ = 1, and `ring` does not use the hypothesis `hd` that would justify this cancellation.

The repair drops `field_simp` and clears the denominators by named lemmas. `div_add_div` and `div_sub_div` make the left side a single fraction, and `div_eq_div_iff` cross-multiplies. Each is handed its nonzero conditions explicitly, built from `hd`, `hd1`, `hd3` and the new `ht` (3 ≠ 0); `hden`, used twice, is the proof that the denominator of the sum of the two squares is nonzero. No division is left, and `ring` proves the polynomial identity. The added comment has no effect on the proof.

The change, after which it compiles:

```diff
@@ -65,6 +65,11 @@
   have hd1 : 2 * (J : ℝ) + 1 ≠ 0 := by positivity
   have hd3 : 2 * (J : ℝ) + 3 ≠ 0 := by positivity
-  rw [hel, hlow, cosElement_sq _ _ (by linarith), Int.cast_natCast]
-  field_simp
+  have ht : (3 : ℝ) ≠ 0 := by norm_num
+  have hden := mul_ne_zero (mul_ne_zero hd hd1) (mul_ne_zero hd1 hd3)
+  -- bring both sides to a single fraction and cross-multiply
+  rw [hel, hlow, cosElement_sq _ _ (by linarith), Int.cast_natCast,
+    div_add_div _ _ (mul_ne_zero hd hd1) (mul_ne_zero hd1 hd3),
+    div_sub_div _ _ hden ht,
+    div_eq_div_iff (mul_ne_zero hden ht) (mul_ne_zero (mul_ne_zero ht hd) hd3)]
   ring
 
```
